# With Newton's third law, the pair force across a plane is the total pair force on the particles at or to the left of it

The theorem `planeForce_eq_sum_left` concerns finitely many particles, each with one real coordinate `x i`, and pair forces that obey Newton's third law, `f i j = -f j i`. The force across the plane at `z` is the sum of the forces exerted on particles at or to the left of the plane by particles to the right of it. The theorem says that this equals the sum of the net forces on all particles at or to the left, where a net force counts only the pair forces. The proof first shows that the forces among the left-hand particles sum to zero, then adds this sum to the force across the plane and compares the two sides particle by particle.

The failing Lean file:

```lean
import Mathlib

open MeasureTheory

namespace MethodOfPlanes

noncomputable section

variable {ι E : Type*} [Fintype ι] [NormedAddCommGroup E] [NormedSpace ℝ E]

/-- The net force on particle `i`, where `f i j` is the force on `i` due to `j`. -/
def netForce (f : ι → ι → E) (i : ι) : E := ∑ j, f i j

/-- The force transmitted across the plane at `z`: the sum of `f i j` over all pairs with
`i` at or to the left of the plane and `j` to the right of it. -/
def planeForce (x : ι → ℝ) (f : ι → ι → E) (z : ℝ) : E :=
  ∑ i, ∑ j, if x i ≤ z ∧ z < x j then f i j else 0

/-- A pair quantity that changes sign when the two particles are exchanged sums to zero. -/
theorem sum_antisymm (g : ι → ι → E) (hg : ∀ i j, g i j = -g j i) :
    ∑ i, ∑ j, g i j = 0 := by
  have h : ∑ i, ∑ j, g i j = -∑ i, ∑ j, g i j := by
    calc ∑ i, ∑ j, g i j = ∑ i, ∑ j, g j i := Finset.sum_comm
      _ = ∑ i, ∑ j, -g i j :=
        Finset.sum_congr rfl fun i _ => Finset.sum_congr rfl fun j _ => hg j i
      _ = -∑ i, ∑ j, g i j := by simp only [Finset.sum_neg_distrib]
  have h2 : (2 : ℝ) • ∑ i, ∑ j, g i j = 0 := by
    rw [two_smul]
    exact add_eq_zero_iff_eq_neg.mpr h
  exact (smul_eq_zero.mp h2).resolve_left two_ne_zero

/-- For pair forces obeying Newton's third law, the force across a plane equals the sum of the net
forces on all particles at or to the left of the plane. -/
theorem planeForce_eq_sum_left (x : ι → ℝ) (f : ι → ι → E)
    (hf : ∀ i j, f i j = -f j i) (z : ℝ) :
    planeForce x f z = ∑ i, if x i ≤ z then netForce f i else 0 := by
  -- forces between two particles on the left cancel
  have h : ∑ i, ∑ j, (if x i ≤ z ∧ x j ≤ z then f i j else 0) = 0 := by
    apply sum_antisymm (fun i j => if x i ≤ z ∧ x j ≤ z then f i j else 0)
    intro i j
    by_cases hi : x i ≤ z <;> by_cases hj : x j ≤ z <;> simp [hi, hj]
    exact hf i j
  rw [← add_zero (planeForce x f z), ← h]
  unfold planeForce
  rw [← Finset.sum_add_distrib]
  refine Finset.sum_congr rfl fun i _ => ?_
  rw [← Finset.sum_add_distrib]
  by_cases hi : x i ≤ z
  · rw [if_pos hi]
    unfold netForce
    refine Finset.sum_congr rfl fun j _ => ?_
    by_cases hj : x j ≤ z
    · simp [hi, hj, not_lt.mpr hj]
    · simp [hi, hj, not_le.mp hj]
  · simp [hi]

end

end MethodOfPlanes
```

Compiling this gives:

```
Main.lean:55:2: error: unsolved goals
case neg
ι : Type u_1
E : Type u_2
inst✝² : Fintype ι
inst✝¹ : NormedAddCommGroup E
inst✝ : NormedSpace ℝ E
x : ι → ℝ
f : ι → ι → E
hf : ∀ (i j : ι), f i j = -f j i
z : ℝ
h : (∑ i, ∑ j, if x i ≤ z ∧ x j ≤ z then f i j else 0) = 0
i : ι
x✝ : i ∈ Finset.univ
hi : ¬x i ≤ z
⊢ 0 = ∑ i, ∑ j, if x i ≤ z ∧ x j ≤ z then f i j else 0
```

As a diff, the version that Lean accepts:

```diff
@@ -41,5 +41,8 @@
     by_cases hi : x i ≤ z <;> by_cases hj : x j ≤ z <;> simp [hi, hj]
     exact hf i j
-  rw [← add_zero (planeForce x f z), ← h]
+  have h' : planeForce x f z = planeForce x f z
+      + ∑ i, ∑ j, (if x i ≤ z ∧ x j ≤ z then f i j else 0) := by
+    rw [h, add_zero]
+  rw [h']
   unfold planeForce
   rw [← Finset.sum_add_distrib]
```

What went wrong. The error is in the case where particle `i` is to the right of the plane. Both sides should be zero there, but Lean is left with `0 = ∑ i, ∑ j, …`, where the right side is the sum over left-hand pairs.

That sum got there through `rw [← h]`. The step was meant to replace only the zero just added to `planeForce x f z`, but `rw` replaces every instance of the term it matches, and the `0` in `else 0` on the right of the goal is the same term. The remaining goal is true by `h`, but `simp [hi]` was not given `h`. The other case did not suffer, since `rw [if_pos hi]` discards the `else` branch.

The repair puts the added sum into a separate equation, `h'`, proved by `rw [h, add_zero]`. Now `rw [h']` rewrites `planeForce x f z`, which occurs only on the left of the goal, so `else 0` stays as it was and `simp [hi]` closes the case.
